# One p Gaussian carries the full oscillator strength of the matching s state in a one-dimensional harmonic well

Take an atom with only s orbitals occupied, and compute its magnetisability with the gauge origin away from the nucleus. The diamagnetic term shifts, and p functions in the basis supply velocity matrix elements for a paramagnetic term that works against the shift. For one particle in the ground state of a one-dimensional harmonic well, which is an s Gaussian, a single p Gaussian with the same exponent supplies all the velocity strength, and s Gaussians on the same centre supply none.

```lean
import Mathlib

open MeasureTheory

namespace GaussianVelocitySumRule

noncomputable section

/-- The s-type Gaussian `exp (-a x²)` centred at the origin. -/
def sGauss (a x : ℝ) : ℝ := Real.exp (-a * x ^ 2)

/-- The p-type Gaussian `x exp (-a x²)` with the same exponent. -/
def pGauss (a x : ℝ) : ℝ := x * sGauss a x

/-- The oscillator Hamiltonian `-(1/2) d²/dx² + 2 a² x²`, applied to `ψ` at the point `x`. -/
def hamiltonian (a : ℝ) (ψ : ℝ → ℝ) (x : ℝ) : ℝ :=
  -(1 / 2) * deriv (deriv ψ) x + 2 * a ^ 2 * x ^ 2 * ψ x

/-- The overlap integral of two real wave functions on the line. -/
def overlap (u v : ℝ → ℝ) : ℝ := ∫ x, u x * v x

/-- The number `f` is a velocity-form oscillator strength for the transition from `v` to `u`
with energy gap `gap`: `f · gap · ⟨u,u⟩⟨v,v⟩ = 2 ⟨u,v'⟩²`. -/
def IsOscillatorStrength (gap : ℝ) (u v : ℝ → ℝ) (f : ℝ) : Prop :=
  f * (gap * overlap u u * overlap v v) = 2 * (overlap u (deriv v)) ^ 2

/-- The finite sum of centred s Gaussians with coefficients `c` and exponents `b`. -/
def sState {ι : Type*} [Fintype ι] (c b : ι → ℝ) (x : ℝ) : ℝ :=
  ∑ i, c i * sGauss (b i) x

/-- The square of an s Gaussian is the s Gaussian with twice the exponent. -/
theorem sGauss_mul_self (a x : ℝ) : sGauss a x * sGauss a x = sGauss (2 * a) x := by
  unfold sGauss
  rw [← Real.exp_add]
  congr 1
  ring

/-- The derivative of the s Gaussian is `-2a` times the p Gaussian of the same exponent. -/
theorem hasDerivAt_sGauss (a x : ℝ) : HasDerivAt (sGauss a) (-2 * a * pGauss a x) x := by
  have hq : HasDerivAt (fun y : ℝ => -a * y ^ 2) (-2 * a * x) x :=
    ((hasDerivAt_pow 2 x).const_mul (-a)).congr_deriv (by norm_num; ring)
  exact hq.exp.congr_deriv (by simp only [pGauss, sGauss]; ring)

/-- The derivative of the p Gaussian is `(1 - 2 a x²) exp (-a x²)`. -/
theorem hasDerivAt_pGauss (a x : ℝ) :
    HasDerivAt (pGauss a) ((1 - 2 * a * x ^ 2) * sGauss a x) x :=
  ((hasDerivAt_id' x).fun_mul (hasDerivAt_sGauss a x)).congr_deriv
    (by simp only [pGauss]; ring)

/-- The s Gaussian satisfies the stationary Schrödinger equation with energy `a`, and the
p Gaussian satisfies it with energy `3a`. -/
theorem hamiltonian_eigen (a x : ℝ) :
    hamiltonian a (sGauss a) x = a * sGauss a x ∧
      hamiltonian a (pGauss a) x = 3 * a * pGauss a x := by
  have ds : deriv (sGauss a) = fun y => -2 * a * pGauss a y :=
    funext fun y => (hasDerivAt_sGauss a y).deriv
  have dp : deriv (pGauss a) = fun y => (1 - 2 * a * y ^ 2) * sGauss a y :=
    funext fun y => (hasDerivAt_pGauss a y).deriv
  have hq : HasDerivAt (fun y : ℝ => 1 - 2 * a * y ^ 2) (-4 * a * x) x :=
    (((hasDerivAt_pow 2 x).const_mul (2 * a)).const_sub 1).congr_deriv (by norm_num; ring)
  constructor
  · unfold hamiltonian
    rw [ds, ((hasDerivAt_pGauss a x).const_mul (-2 * a)).deriv]
    ring
  · unfold hamiltonian
    rw [dp, (hq.fun_mul (hasDerivAt_sGauss a x)).deriv]
    unfold pGauss
    ring

/-- For `a > 0` the s Gaussian has positive norm, and `4a ⟨p,p⟩ = ⟨s,s⟩`. -/
theorem gaussian_norms {a : ℝ} (ha : 0 < a) :
    0 < overlap (sGauss a) (sGauss a) ∧
      4 * a * overlap (pGauss a) (pGauss a) = overlap (sGauss a) (sGauss a) := by
  have h2 : 0 < 2 * a := by positivity
  have epp : ∀ x, pGauss a x * pGauss a x = x ^ 2 * sGauss (2 * a) x := by
    intro x
    rw [← sGauss_mul_self]
    unfold pGauss
    ring
  have i1 : Integrable (fun x => sGauss (2 * a) x) := integrable_exp_neg_mul_sq h2
  have i2 : Integrable (fun x => x ^ 2 * sGauss (2 * a) x) := by
    have h := integrable_rpow_mul_exp_neg_mul_sq h2 (s := 2) (by norm_num)
    simp only [Real.rpow_two] at h
    exact h
  have i3 : Integrable (pGauss (2 * a)) := integrable_mul_exp_neg_mul_sq h2
  -- the derivative of x exp(-2a x²) integrates to zero over the line
  have h0 : ∫ x, (sGauss (2 * a) x - 4 * a * (x ^ 2 * sGauss (2 * a) x)) = 0 :=
    integral_eq_zero_of_hasDerivAt_of_integrable
      (fun x => (hasDerivAt_pGauss (2 * a) x).congr_deriv (by ring))
      (i1.sub (i2.const_mul (4 * a))) i3
  rw [integral_sub i1 (i2.const_mul (4 * a)), integral_const_mul] at h0
  simp only [overlap, sGauss_mul_self, epp]
  refine ⟨?_, by linarith⟩
  have hg : ∫ x, sGauss (2 * a) x = √(Real.pi / (2 * a)) := integral_gaussian _
  rw [hg]
  positivity

/-- The velocity matrix element between any `u` and the s Gaussian is `-2a` times the overlap
of `u` with the p Gaussian. -/
theorem velocity_moment (a : ℝ) (u : ℝ → ℝ) :
    overlap u (deriv (sGauss a)) = -2 * a * overlap u (pGauss a) := by
  simp only [overlap, (hasDerivAt_sGauss a _).deriv]
  rw [← integral_const_mul]
  congr 1
  ext x
  ring

/-- For `a > 0` the transition from the s Gaussian to the p Gaussian of the same exponent,
with gap `3a - a`, has oscillator strength exactly one. -/
theorem p_function_saturates {a : ℝ} (ha : 0 < a) (f : ℝ) :
    IsOscillatorStrength (3 * a - a) (pGauss a) (sGauss a) f ↔ f = 1 := by
  obtain ⟨hS, hps⟩ := gaussian_norms ha
  have hP : 0 < overlap (pGauss a) (pGauss a) := by
    rw [← hps] at hS
    exact (mul_pos_iff_of_pos_left (by positivity : 0 < 4 * a)).mp hS
  have hne : 8 * a ^ 2 * overlap (pGauss a) (pGauss a) ^ 2 ≠ 0 := by positivity
  unfold IsOscillatorStrength
  rw [velocity_moment, ← hps]
  constructor
  · intro h
    exact mul_left_cancel₀ hne (by linear_combination h)
  · rintro rfl
    ring

/-- Let `a > 0`. A square-integrable state of nonzero norm that is orthogonal to the p Gaussian
has an integrable velocity integrand with the s Gaussian and, for a nonzero gap, oscillator
strength zero. -/
theorem strength_zero_of_orthogonal {a gap : ℝ} (ha : 0 < a) (hgap : gap ≠ 0)
    {u : ℝ → ℝ} (hu : MemLp u 2) (hnorm : overlap u u ≠ 0)
    (horth : overlap u (pGauss a) = 0) :
    Integrable (fun x => u x * deriv (sGauss a) x) ∧
      ∀ f, IsOscillatorStrength gap u (sGauss a) f ↔ f = 0 := by
  constructor
  · have hc : Continuous (pGauss a) :=
      continuous_iff_continuousAt.2 fun x => (hasDerivAt_pGauss a x).continuousAt
    have hp : MemLp (pGauss a) 2 := by
      refine (memLp_two_iff_integrable_sq hc.aestronglyMeasurable).mpr ?_
      have h := integrable_rpow_mul_exp_neg_mul_sq
        (by positivity : 0 < 2 * a) (s := 2) (by norm_num)
      simp only [Real.rpow_two] at h
      refine h.congr (.of_forall fun x => ?_)
      change x ^ 2 * sGauss (2 * a) x = pGauss a x ^ 2
      rw [← sGauss_mul_self]
      unfold pGauss
      ring
    -- a product of two square-integrable functions is integrable
    have hup : Integrable (u * pGauss a) := hu.integrable_mul hp
    refine (hup.const_mul (-2 * a)).congr (.of_forall fun x => ?_)
    simp only [Pi.mul_apply, (hasDerivAt_sGauss a x).deriv]
    ring
  · intro f
    have hne := mul_ne_zero (mul_ne_zero hgap hnorm) (gaussian_norms ha).1.ne'
    unfold IsOscillatorStrength
    rw [velocity_moment, horth]
    constructor
    · intro h
      exact (mul_eq_zero.mp (h.trans (by ring))).resolve_right hne
    · rintro rfl
      ring

/-- Let `a > 0`. Any state of nonzero norm built from finitely many centred s Gaussians with
positive exponents has an integrable velocity integrand with the s Gaussian of exponent `a` and, for
a nonzero gap, oscillator strength zero with the s Gaussian of exponent `a`. -/
theorem s_only_basis_strength_zero {ι : Type*} [Fintype ι] {a gap : ℝ} (ha : 0 < a)
    (hgap : gap ≠ 0) (c b : ι → ℝ) (hb : ∀ i, 0 < b i)
    (hnorm : overlap (sState c b) (sState c b) ≠ 0) :
    Integrable (fun x => sState c b x * deriv (sGauss a) x) ∧
      ∀ f, IsOscillatorStrength gap (sState c b) (sGauss a) f ↔ f = 0 := by
  have hs : ∀ i, MemLp (sGauss (b i)) 2 := by
    intro i
    have hc : Continuous (sGauss (b i)) :=
      continuous_iff_continuousAt.2 fun x => (hasDerivAt_sGauss (b i) x).continuousAt
    refine (memLp_two_iff_integrable_sq hc.aestronglyMeasurable).mpr ?_
    simp only [pow_two, sGauss_mul_self]
    exact integrable_exp_neg_mul_sq (mul_pos two_pos (hb i))
  have hu : MemLp (sState c b) 2 :=
    memLp_finsetSum Finset.univ fun i _ => (hs i).const_mul (c i)
  refine strength_zero_of_orthogonal ha hgap hu hnorm ?_
  -- reflection through the origin changes the sign of the overlap with p
  have hodd : ∀ x, sState c b (-x) * pGauss a (-x) = -(sState c b x * pGauss a x) := by
    intro x
    simp only [sState, pGauss, sGauss, neg_sq]
    ring
  have h := integral_neg_eq_self (fun x => sState c b x * pGauss a x) volume
  simp only [hodd, integral_neg] at h
  unfold overlap
  linarith

end

end GaussianVelocitySumRule
```

```lean
#print axioms GaussianVelocitySumRule.hamiltonian_eigen
#print axioms GaussianVelocitySumRule.p_function_saturates
#print axioms GaussianVelocitySumRule.s_only_basis_strength_zero
```

```
'GaussianVelocitySumRule.hamiltonian_eigen' depends on axioms: [propext, Classical.choice, Quot.sound]
'GaussianVelocitySumRule.p_function_saturates' depends on axioms: [propext, Classical.choice, Quot.sound]
'GaussianVelocitySumRule.s_only_basis_strength_zero' depends on axioms: [propext, Classical.choice, Quot.sound]
```

The units are $\hbar=m=1$. For a real parameter $a$, write $s=e^{-ax^2}$ and $p=xs$, which are `sGauss a` and `pGauss a`, and let $H=-\tfrac12\,d^2/dx^2+2a^2x^2$. This is an oscillator of frequency $2a$ when $a>0$. Differentiation gives

$$s'=-2a\,p,\qquad p'=(1-2ax^2)\,s,$$

$$s''=(-2a+4a^2x^2)\,s,\qquad p''=(-6a+4a^2x^2)\,p.$$

In $H$ the quadratic terms cancel, leaving $Hs=as$ and $Hp=3ap$. For $a\le0$ both identities still hold, but $s$ and $p$ are then not square-integrable, so $a$ and $3a$ are energies of oscillator states only when $a>0$. The identities are `hamiltonian_eigen`; its proof substitutes the first derivatives as functions, differentiates again and finishes with `ring`.

Write $\langle u,v\rangle=\int uv\,dx$ for the `overlap` of two real functions. For normalised states, the velocity-form oscillator strength of a transition $v\to u$ with gap $\Delta E$ is $f=2\langle u,v'\rangle^2/\Delta E$. The Gaussians here are not normalised, so `IsOscillatorStrength` uses the relation

$$f\,\Delta E\,\langle u,u\rangle\langle v,v\rangle=2\langle u,v'\rangle^2,$$

which fixes $f$ only when the gap and both norms are nonzero.

Now let $a>0$. The function $xe^{-2ax^2}$ vanishes at both ends of the line, so its derivative integrates to zero:

$$0=\int(1-4ax^2)\,e^{-2ax^2}dx=\langle s,s\rangle-4a\langle p,p\rangle.$$

The lemma `gaussian_norms` proves this, with the integrability it needs, and obtains $\langle s,s\rangle>0$ from the Gaussian integral. The lemma `velocity_moment` states that $\langle u,s'\rangle=-2a\langle u,p\rangle$ for any $u$. With $u=p$ and $\Delta E=3a-a=2a$, the defining relation becomes

$$f\cdot 8a^2\langle p,p\rangle^2=8a^2\langle p,p\rangle^2,$$

so $f=1$. In `p_function_saturates` the common factor is shown to be nonzero and then cancelled. Between normalised states the matrix element is $-\sqrt a$, and $2a/2a=1$.

If $u$ is orthogonal to $p$, the same lemma gives $\langle u,s'\rangle=0$, hence $f=0$. This is `strength_zero_of_orthogonal`, where `MemLp u 2` says that $u$ is square-integrable. Lean assigns the value zero to the integral of a non-integrable function, so the theorem also proves that $us'$ is integrable, as a product of two square-integrable functions.

An s-only state, `sState c b`, is a finite sum $\sum_i c_i e^{-b_ix^2}$ with every $b_i>0$. It is even and $p$ is odd, so reflection $x\to-x$ turns their overlap into its own negative, and the overlap vanishes. `s_only_basis_strength_zero` checks that the sum is square-integrable, carries out this reflection and applies the previous theorem. The state must have nonzero norm, since for a zero norm the defining relation reads $0=0$ and every $f$ satisfies it.

In both zero-strength theorems `gap` is any nonzero number, and $u$ need not be an eigenfunction of $H$. The exponent $a$ of the initial state is tied to the well; in a Coulomb potential a single Gaussian is not an eigenfunction. The model has one particle, one dimension and no magnetic field.

The theorems treat one transition at a time; that the strengths of a single particle add up to 1 is the Thomas–Reiche–Kuhn sum rule, which is taken here as known, as is the magnetic application that follows. In the magnetisability of an atom with an s ground state, moving the gauge origin from the nucleus to a distance $d$ at right angles to the field adds a term proportional to $d^2$ to the diamagnetic part. The paramagnetic part gains a sum over excited states of squared momentum matrix elements divided by energy gaps, also multiplied by $d^2$, and for exact states the two changes cancel. With only s functions on the nucleus, every such matrix element is zero by parity and the $d^2$ term stays in the result. For a contracted s function $\sum_i c_ie^{-b_ix^2}$, the derivative is $-2\sum_i b_ic_i\,xe^{-b_ix^2}$, so p primitives with the same exponents represent it exactly. The sum also depends on the energy gaps, so this alone does not ensure that the two changes cancel.
